# Friedel's law for real scattering factors, and the cosine form of the structure factor under inversion symmetry

## Two atoms on a line

Place atom 0 at the origin with scattering factor 1 and atom 1 at position x with a real scattering factor b. At the scattering index h the second wave has phase θ = 2πhx relative to the first. The amplitude F and the intensity I = |F|² are

    F(h) = 1 + b exp(iθ),    I(h) = 1 + b² + 2b cos θ.

Reversing h reverses θ. This conjugates F, because 1 and b are real, and leaves I unchanged, because the cosine is even. If the second factor is ib instead, then

    F(h) = 1 + ib exp(iθ),    I(h) = 1 + b² − 2b sin θ,

and the interference term changes sign with h. Friedel's law is the first behaviour, for any finite number of atoms with real factors.

## Atoms, indices and the symmetry condition

The atoms are labelled by j in a finite type `ι`, and the coordinate axes by a finite type `n`, with three axes for a crystal and one for the examples on a line. The symbols ℝⁿ and ℤⁿ denote real and integer vectors with one entry per axis.

```lean
import Mathlib

open Matrix Complex ComplexConjugate
open scoped Real

namespace FriedelLaw

noncomputable section

variable {ι n : Type*} [Fintype ι] [Fintype n]
```

For real t, the phase factor is phase(t) = exp(2πi t), so t is counted in full turns.

```lean
/-- The phase factor `exp(2πi t)`. -/
def phase (t : ℝ) : ℂ := Complex.exp (((2 * π * t : ℝ) : ℂ) * I)
```

Atom j has a complex scattering factor fⱼ and fractional coordinates xⱼ in ℝⁿ. For h in ℝⁿ the structure factor is

    F(h) = Σⱼ fⱼ exp(2πi h·xⱼ),

written F[f](h) when the factors need naming. The exponent carries a plus sign, and `h ⬝ᵥ x j` is the plain sum of products of components. No metric enters, since h is referred to the reciprocal basis and xⱼ to the cell basis.

```lean
/-- Structure factor `F(h) = ∑ⱼ fⱼ exp(2πi h·xⱼ)` of atoms with scattering factors `f`
at fractional coordinates `x`. -/
def structureFactor (f : ι → ℂ) (x : ι → n → ℝ) (h : n → ℝ) : ℂ :=
  ∑ j, f j * phase (h ⬝ᵥ x j)
```

The intensity is `Complex.normSq` of F, the squared modulus. This is single (kinematic) scattering, without scale factor or geometric corrections.

```lean
/-- Diffracted intensity `I(h) = |F(h)|²`. -/
def intensity (f : ι → ℂ) (x : ι → n → ℝ) (h : n → ℝ) : ℝ :=
  Complex.normSq (structureFactor f x h)
```

Miller indices and lattice translations are integer vectors, and `intVec` reads them as real vectors.

```lean
/-- An integer vector (Miller indices or a lattice translation) read as a real vector. -/
def intVec (m : n → ℤ) : n → ℝ := fun i => (m i : ℝ)
```

A centrosymmetric crystal with its centre at the origin is described by a permutation σ of the atoms such that, for each j, there is an mⱼ in ℤⁿ with

    f_σ(j) = fⱼ,    x_σ(j) = −xⱼ + mⱼ.

Inversion sends each atom onto one that scatters equally, possibly in another cell. The translation may differ from atom to atom, and σ is not required to be its own inverse. The condition is a hypothesis on the atom list and is not derived from a space group.

```lean
/-- The permutation `σ` of the atoms preserves the scattering factors and sends each
position `xⱼ` to `-xⱼ` up to a lattice translation. -/
def IsInversionSymmetric (f : ι → ℂ) (x : ι → n → ℝ) (σ : Equiv.Perm ι) : Prop :=
  ∀ j, f (σ j) = f j ∧ ∃ m : n → ℤ, x (σ j) = -x j + intVec m
```

The fⱼ are numbers and not functions of h. A comparison of h with −h therefore gives each atom the same factor at both, as holds for spherical atoms, whose factor depends only on the length of the scattering vector.

## (a) Reversing a phase

Show that phase(−t) = conj phase(t) for real t.

Conjugation passes through the exponential, and 2πt is real while conj i = −i:

    conj exp(2πt·i) = exp(conj(2πt·i)) = exp(−2πt·i) = phase(−t).

In `phase_neg`, `Complex.exp_conj` moves the conjugation into the exponent, `congr 1` leaves the two exponents to compare, and `Complex.conj_ofReal` with `Complex.conj_I` evaluates the conjugate.

```lean
/-- Reversing the phase conjugates the phase factor. -/
theorem phase_neg (t : ℝ) : phase (-t) = conj (phase t) := by
  unfold phase
  rw [← Complex.exp_conj]
  congr 1
  simp only [map_mul, Complex.conj_ofReal, Complex.conj_I]
  push_cast
  ring
```

## (b) Adding phases

Show that phase(s + t) = phase(s) phase(t) for real s and t.

    exp(2πs·i) exp(2πt·i) = exp(2πs·i + 2πt·i) = exp(2π(s + t)·i).

The first equality is `Complex.exp_add`, and the second is closed by `ring`.

```lean
/-- Phases add while phase factors multiply. -/
theorem phase_add (s t : ℝ) : phase (s + t) = phase s * phase t := by
  unfold phase
  rw [← Complex.exp_add]
  congr 1
  push_cast
  ring
```

## (c) F(−h) for complex factors

Show that, for complex fⱼ and any real vector h, F[f](−h) = conj F[conj f](h), where conj f is the list of conjugated factors.

Conjugate the sum term by term, then use (a) and (−h)·xⱼ = −(h·xⱼ):

    conj Σⱼ conj(fⱼ) phase(h·xⱼ) = Σⱼ fⱼ conj phase(h·xⱼ)
                                 = Σⱼ fⱼ phase((−h)·xⱼ) = F[f](−h).

The single `simp only` call lists these steps: `map_sum` and `map_mul` distribute the conjugation, `Complex.conj_conj` removes the double conjugate, and `neg_dotProduct` with `phase_neg` handles the sign.

```lean
/-- For complex scattering factors, `F(-h)` is the conjugate of the structure factor at `h`
computed with the conjugated scattering factors. -/
theorem structureFactor_neg (f : ι → ℂ) (x : ι → n → ℝ) (h : n → ℝ) :
    structureFactor f x (-h) = conj (structureFactor (fun j => conj (f j)) x h) := by
  simp only [structureFactor, map_sum, map_mul, Complex.conj_conj, neg_dotProduct, phase_neg]
```

## (d) Friedel's law

Show that, for real fⱼ and any real vector h, F(−h) = conj F(h) and I(−h) = I(h).

For real factors conj f = f, so (c) reads F(−h) = conj F(h). A number and its conjugate have the same modulus:

    I(−h) = |conj F(h)|² = |F(h)|² = I(h).

In `friedel_law` reality is expressed by the type `f : ι → ℝ`, with each factor cast to ℂ. Physically this stands for scattering without a resonant, absorptive part, which for X-rays is an approximation away from absorption edges. No symmetry of the positions is assumed, and h need not be an integer vector. The step `key` is the first claim, and `Complex.normSq_conj` gives the second. The law is obtained for a finite sum over atoms, each with the same real factor at h and −h. An electron density that cannot be divided into such atoms lies beyond the model, and so does multiple (dynamical) scattering.

```lean
/-- Friedel's law: for real scattering factors `F(-h) = conj F(h)` and `I(-h) = I(h)`
for every scattering vector `h`. -/
theorem friedel_law (f : ι → ℝ) (x : ι → n → ℝ) (h : n → ℝ) :
    structureFactor (fun j => (f j : ℂ)) x (-h)
        = conj (structureFactor (fun j => (f j : ℂ)) x h) ∧
      intensity (fun j => (f j : ℂ)) x (-h) = intensity (fun j => (f j : ℂ)) x h := by
  have key : structureFactor (fun j => (f j : ℂ)) x (-h)
      = conj (structureFactor (fun j => (f j : ℂ)) x h) := by
    rw [structureFactor_neg]
    simp only [Complex.conj_ofReal]
  refine ⟨key, ?_⟩
  unfold intensity
  rw [key, Complex.normSq_conj]
```

## (e) The intensity difference for f′ + i f″

Let fⱼ = f′ⱼ + i f″ⱼ with f′ⱼ and f″ⱼ real. For X-rays f″ⱼ is the absorptive part of resonant (anomalous) scattering, and f′ⱼ is here the whole real part of the factor, not only the real resonant correction that is often given the same symbol. Put A = F[f′](h) and B = F[f″](h), both complex in general. Show that I(h) − I(−h) = 4 Im(A conj B) for any real vector h.

F is linear in the factors, and (d) applies to f′ and to f″ separately:

    F(h) = A + iB,    F(−h) = conj A + i conj B = conj(A − iB).

Since conj(iB) = −i conj B and Re(−iz) = Im z for complex z,

    |A + iB|² = |A|² + |B|² + 2 Re(A conj(iB)) = |A|² + |B|² + 2 Im(A conj B),
    |A − iB|² = |A|² + |B|² − 2 Im(A conj B).

The first line is I(h), the second is I(−h), and their difference is the claim. In the proof `lin` is linearity at an arbitrary vector, the `rw` line produces A + iB and conj A + i conj B, and `generalize` replaces the two sums by symbols. What remains is a polynomial identity in the real and imaginary parts of A and B.

```lean
/-- For scattering factors `f' + i f''` with `f'`, `f''` real, `I(h) - I(-h)` equals
`4 Im (A conj B)`, with `A`, `B` the structure factors at `h` of `f'` and of `f''`. -/
theorem anomalous_difference (f' f'' : ι → ℝ) (x : ι → n → ℝ) (h : n → ℝ) :
    intensity (fun j => (f' j : ℂ) + I * (f'' j : ℂ)) x h
        - intensity (fun j => (f' j : ℂ) + I * (f'' j : ℂ)) x (-h)
      = 4 * (structureFactor (fun j => (f' j : ℂ)) x h
          * conj (structureFactor (fun j => (f'' j : ℂ)) x h)).im := by
  -- the structure factor is linear in the scattering factors
  have lin : ∀ k : n → ℝ, structureFactor (fun j => (f' j : ℂ) + I * (f'' j : ℂ)) x k
      = structureFactor (fun j => (f' j : ℂ)) x k
        + I * structureFactor (fun j => (f'' j : ℂ)) x k := by
    intro k
    simp only [structureFactor, Finset.mul_sum, ← Finset.sum_add_distrib]
    exact Finset.sum_congr rfl fun j _ => by ring
  unfold intensity
  -- Friedel's law applies to the real-valued lists f' and f'' separately
  rw [lin h, lin (-h), (friedel_law f' x h).1, (friedel_law f'' x h).1]
  generalize structureFactor (fun j => (f' j : ℂ)) x h = A
  generalize structureFactor (fun j => (f'' j : ℂ)) x h = B
  simp [Complex.normSq_apply]
  ring
```

## (f) A pair with unequal intensities at h and −h

Take atom 0 at x₀ = 0 with f₀ = 1 and atom 1 at x₁ = 1/4 with f₁ = i, on one axis. Show that I(1) = 0 and I(−1) = 4.

Here phase(0) = 1, phase(1/4) = exp(iπ/2) = i, and phase(−1/4) = −i by (a):

    F(1) = 1 + i·i = 0,    F(−1) = 1 + i·(−i) = 2.

This is the opening example with b = 1 and θ = π/2. It agrees with (e): f′ = (1, 0) and f″ = (0, 1) give A = 1 and B = i, so 4 Im(A conj B) = −4. In Lean `![1, I]` lists the factors, `![![0], ![1 / 4]]` lists the two one-component positions, and `![1]` is h. The steps `h0` and `hq` are the two phase values, and `e1` and `e2` are the two amplitudes. The theorem shows that the intensity statement of (d) fails for some complex factors. The purely imaginary factor is chosen for simple arithmetic and does not represent a particular atom.

```lean
/-- Two atoms on a line with scattering factors `1` and `i` at `0` and `1/4` have
intensity `0` at `h = 1` and intensity `4` at `h = -1`. -/
theorem friedel_fails_for_complex_factors :
    intensity ![1, I] ![![0], ![1 / 4]] ![1] = 0 ∧
      intensity ![1, I] ![![0], ![1 / 4]] (-![1]) = 4 := by
  have h0 : phase 0 = 1 := by simp [phase]
  have hq : phase 4⁻¹ = I := by
    unfold phase
    rw [show 2 * π * (4⁻¹ : ℝ) = π / 2 by ring, Complex.exp_mul_I, ← Complex.ofReal_cos,
      ← Complex.ofReal_sin, Real.cos_pi_div_two, Real.sin_pi_div_two]
    simp
  have e1 : structureFactor ![1, I] ![![0], ![1 / 4]] ![1] = 0 := by
    simp [structureFactor, Fin.sum_univ_two, dotProduct, h0, hq]
  have e2 : structureFactor ![1, I] ![![0], ![1 / 4]] (-![1]) = 2 := by
    simp [structureFactor, Fin.sum_univ_two, dotProduct, h0, hq, phase_neg]
    norm_num
  unfold intensity
  rw [e1, e2]
  constructor <;> norm_num [Complex.normSq_apply]
```

## (g) F is even under inversion symmetry

Let σ satisfy the symmetry condition, with complex fⱼ allowed. Show that F(−h) = F(h) for every h in ℤⁿ.

A permutation only reorders a finite sum, so

    F(h) = Σⱼ f_σ(j) phase(h·x_σ(j)).

Insert the symmetry condition:

    h·x_σ(j) = (−h)·xⱼ + h·mⱼ.

Both h and mⱼ are integer vectors, so h·mⱼ is an integer, and exp(2πi k) = 1 for every integer k. With (b),

    f_σ(j) phase(h·x_σ(j)) = fⱼ phase((−h)·xⱼ) · 1,

and the sum over j is F(−h). In `structureFactor_even`, `hint` is the value of the phase at integers and `Equiv.sum_comp` is the reordering. Then `hs j` supplies the equality of factors `hf` and the translation `m`, and `hdot` is the displayed dot product with `h ⬝ᵥ m` computed in ℤ. The last `rw` is the term-by-term line. The type `h : n → ℤ` restricts the statement to Bragg reflections. Here F(−h) is compared with F(h) itself, and no step of the argument conjugates a factor, so no reality assumption is needed. For real factors (d) holds as well, and the two statements together make F(h) real.

```lean
/-- For an inversion-symmetric structure with complex scattering factors,
`F(-h) = F(h)` at every integer `h`. -/
theorem structureFactor_even {f : ι → ℂ} {x : ι → n → ℝ} {σ : Equiv.Perm ι}
    (hs : IsInversionSymmetric f x σ) (h : n → ℤ) :
    structureFactor f x (-intVec h) = structureFactor f x (intVec h) := by
  have hint : ∀ k : ℤ, phase (k : ℝ) = 1 := by
    intro k
    have e : ((2 * π * (k : ℝ) : ℝ) : ℂ) * I = (k : ℂ) * (2 * π * I) := by
      push_cast
      ring
    unfold phase
    rw [e, Complex.exp_int_mul_two_pi_mul_I]
  unfold structureFactor
  -- relabel the atoms by the permutation
  refine Eq.trans ?_ (Equiv.sum_comp σ fun j => f j * phase (intVec h ⬝ᵥ x j))
  refine Finset.sum_congr rfl fun j _ => ?_
  obtain ⟨hf, m, hm⟩ := hs j
  -- the lattice translation shifts the phase by the integer h·m
  have hdot : intVec h ⬝ᵥ x (σ j) = (-intVec h) ⬝ᵥ x j + ((h ⬝ᵥ m : ℤ) : ℝ) := by
    rw [hm, dotProduct_add, dotProduct_neg, neg_dotProduct]
    congr 1
    simp [intVec, dotProduct]
  rw [hf, hdot, phase_add, hint, mul_one]
```

## (h) The cosine form

Under the hypotheses of (g), show that F(h) = Σⱼ fⱼ cos(2π h·xⱼ) for every h in ℤⁿ.

For real t, phase(t) + phase(−t) = 2 cos(2πt). Adding the two sums term by term gives, for any structure,

    F(h) + F(−h) = 2 Σⱼ fⱼ cos(2π h·xⱼ).

By (g) the left side is 2F(h), and division by 2 gives the claim. These are `hc`, `h2`, the rewriting with `structureFactor_even hs h`, and `linear_combination (1 / 2 : ℂ) * h2`. The sum runs over all atoms, not over one atom per inversion pair, so no factor 2 appears. The factors are complex in the statement, so the right side is real when the fⱼ are real and need not be otherwise.

```lean
/-- For an inversion-symmetric structure, `F(h) = ∑ⱼ fⱼ cos(2π h·xⱼ)` at every
integer `h`. -/
theorem structureFactor_eq_sum_cos {f : ι → ℂ} {x : ι → n → ℝ} {σ : Equiv.Perm ι}
    (hs : IsInversionSymmetric f x σ) (h : n → ℤ) :
    structureFactor f x (intVec h)
      = ∑ j, f j * (Real.cos (2 * π * (intVec h ⬝ᵥ x j)) : ℂ) := by
  have hc : ∀ t : ℝ, phase t + phase (-t) = 2 * (Real.cos (2 * π * t) : ℂ) := by
    intro t
    have e : ((2 * π * (-t) : ℝ) : ℂ) = -((2 * π * t : ℝ) : ℂ) := by
      push_cast
      ring
    unfold phase
    rw [e, Complex.ofReal_cos, Complex.two_cos]
  -- the sine terms cancel in F(h) + F(-h)
  have h2 : structureFactor f x (intVec h) + structureFactor f x (-intVec h)
      = 2 * ∑ j, f j * (Real.cos (2 * π * (intVec h ⬝ᵥ x j)) : ℂ) := by
    unfold structureFactor
    rw [← Finset.sum_add_distrib, Finset.mul_sum]
    refine Finset.sum_congr rfl fun j _ => ?_
    rw [neg_dotProduct, ← mul_add, hc]
    ring
  rw [structureFactor_even hs h] at h2
  linear_combination (1 / 2 : ℂ) * h2
```

In electronic-structure terms, for a periodic local potential modelled as a sum of real spherical atomic terms over finitely many atoms per cell, the Fourier coefficient at a reciprocal-lattice vector has the form of F(h), up to the sign convention and the cell volume. Part (d) then relates the coefficients at opposite vectors by conjugation, and (h) makes them real when an inversion centre lies at the origin.

## (i) A centre away from the origin

Let c be any point of ℝⁿ, and suppose that the shifted positions xⱼ − c satisfy the symmetry condition, that is x_σ(j) = 2c − xⱼ + mⱼ with equal factors. Show that for h in ℤⁿ

    F(h) = exp(2πi h·c) Σⱼ fⱼ cos(2π h·(xⱼ − c)).

Split h·xⱼ = h·c + h·(xⱼ − c) and apply (b). The factor phase(h·c) is common to all terms:

    F(h) = phase(h·c) Σⱼ fⱼ phase(h·(xⱼ − c)).

The remaining sum is the structure factor of the shifted positions, to which (h) applies. The step `shift` is the displayed line, with `dotProduct_sub` for the split, and the hypothesis `hs` is `IsInversionSymmetric` for `fun j => x j - c`. The choice of origin enters through a factor of modulus one.

```lean
/-- If the positions measured from a point `c` are inversion-symmetric, then
`F(h) = exp(2πi h·c) ∑ⱼ fⱼ cos(2π h·(xⱼ - c))` at every integer `h`. -/
theorem structureFactor_shifted_centre {f : ι → ℂ} {x : ι → n → ℝ} {σ : Equiv.Perm ι}
    (c : n → ℝ) (hs : IsInversionSymmetric f (fun j => x j - c) σ) (h : n → ℤ) :
    structureFactor f x (intVec h) = phase (intVec h ⬝ᵥ c)
      * ∑ j, f j * (Real.cos (2 * π * (intVec h ⬝ᵥ (x j - c))) : ℂ) := by
  -- moving the origin multiplies F by a common phase factor
  have shift : structureFactor f x (intVec h)
      = phase (intVec h ⬝ᵥ c) * structureFactor f (fun j => x j - c) (intVec h) := by
    unfold structureFactor
    rw [Finset.mul_sum]
    refine Finset.sum_congr rfl fun j _ => ?_
    have e : intVec h ⬝ᵥ x j = intVec h ⬝ᵥ c + intVec h ⬝ᵥ (x j - c) := by
      rw [dotProduct_sub]
      ring
    rw [e, phase_add]
    ring
  rw [shift, structureFactor_eq_sum_cos hs h]
```

## (j) A structure that satisfies the condition

Take two atoms on one axis with f₀ = f₁ = 1, x₀ = 1/3 and x₁ = 2/3, and let σ exchange them. Show that the symmetry condition holds.

The factors are equal, and the translation m = 1 serves both atoms:

    x₁ = 2/3 = −1/3 + 1 = −x₀ + 1,    x₀ = 1/3 = −2/3 + 1 = −x₁ + 1.

The proof offers `rfl` for the factors and `![1]` for the translation, and `fin_cases` runs through the two atoms and the one axis. The example has a permutation other than the identity and a nonzero translation, so the reordering by σ and the integer-phase step of (g) both act non-trivially. Its factors are real and both atoms share one translation, so it does not exercise the full generality of the condition.

```lean
/-- Two equal atoms on a line at `1/3` and `2/3` are inversion-symmetric under their
exchange. -/
theorem inversion_witness :
    IsInversionSymmetric (fun _ : Fin 2 => (1 : ℂ)) ![![1 / 3], ![2 / 3]]
      (Equiv.swap 0 1) := by
  intro j
  refine ⟨rfl, ![1], ?_⟩
  ext i
  fin_cases j <;> fin_cases i <;> simp [intVec] <;> norm_num

end

end FriedelLaw
```

```lean
#print axioms FriedelLaw.anomalous_difference
-- 'FriedelLaw.anomalous_difference' depends on axioms: [propext, Classical.choice, Quot.sound]
#print axioms FriedelLaw.friedel_fails_for_complex_factors
-- 'FriedelLaw.friedel_fails_for_complex_factors' depends on axioms: [propext, Classical.choice, Quot.sound]
#print axioms FriedelLaw.structureFactor_even
-- 'FriedelLaw.structureFactor_even' depends on axioms: [propext, Classical.choice, Quot.sound]
#print axioms FriedelLaw.structureFactor_shifted_centre
-- 'FriedelLaw.structureFactor_shifted_centre' depends on axioms: [propext, Classical.choice, Quot.sound]
```

## The pair at 1/3 and 2/3 probed at h = 1/2

Since (d) holds for every real h, one may slip into giving (g) and (h) the same range, with `h : n → ℝ`. The step that breaks is phase(h·mⱼ) = 1. For the pair in (j) at h = 1/2, where h·m = 1/2, a direct evaluation that has no theorem in the file gives

    F(1/2) = exp(iπ/3) + exp(2iπ/3) = i√3,
    cos(π/3) + cos(2π/3) = 0.

The cosine form fails, and F(−1/2) = −i√3 differs from F(1/2). Friedel's law still holds there, since −i√3 is the conjugate of i√3 and both intensities equal 3.
